# The magnetic coupling of two opposite charges in a uniform field, up to half a total time derivative

Two charges `q` and `-q`, with masses `m1` and `m2` respectively, move in a uniform, constant magnetic field `B` with vector potential `A(y) = B × y / 2`. Their minimal coupling in the Lagrangian (SI units) is `q` times the difference of velocity · `A`, first charge minus second. Let `R` be the centre of mass and `r` the position of `q` relative to `-q`, with velocities `V` and `v` at time `t`, and let `d = q r` be the dipole moment. The theorem says that this coupling equals `d · (V × B)`, plus `q (m2 - m1) / (2 (m1 + m2))` times `v · (B × r)`, plus half the time derivative of `d · (B × R)`. It assumes that the paths `R` and `r` are differentiable at `t` and that the total mass is not zero. The attempt computes the derivatives, then uses `linear_combination` to reduce the claim to a multiple of the fact that the two mass fractions add up to one, leaving the algebra in components to `ring`.

In Lean, a first try:

```lean
import Mathlib

open Matrix

namespace CouplingMultipolar

noncomputable section

/-- Vectors of three-dimensional space. -/
abbrev Vec := Fin 3 → ℝ

/-- The vector potential `A(y) = B × y / 2`. -/
def vectorPotential (B y : Vec) : Vec := (1 / 2 : ℝ) • (B ⨯₃ y)

/-- Position (or velocity) of the first charge from those of the centre of mass and of the
separation, for `m1 + m2 ≠ 0`. -/
def charge1 (m1 m2 : ℝ) (R r : Vec) : Vec := R + (m2 / (m1 + m2)) • r

/-- Position (or velocity) of the second charge from those of the centre of mass and of the
separation, for `m1 + m2 ≠ 0`. -/
def charge2 (m1 m2 : ℝ) (R r : Vec) : Vec := R - (m1 / (m1 + m2)) • r

/-- The scalar triple product in Cartesian components. -/
theorem dot_cross (a b c : Vec) : a ⬝ᵥ (b ⨯₃ c) =
    a 0 * (b 1 * c 2 - b 2 * c 1) + a 1 * (b 2 * c 0 - b 0 * c 2)
      + a 2 * (b 0 * c 1 - b 1 * c 0) := by
  simp [cross_apply, dotProduct, Fin.sum_univ_three]

/-- The two mass fractions add up to one when the total mass is not zero. -/
theorem mass_fractions {m1 m2 : ℝ} (hM : m1 + m2 ≠ 0) :
    m2 / (m1 + m2) + m1 / (m1 + m2) = 1 := by
  rw [← add_div, add_comm m2 m1]
  exact div_self hM

/-- The velocities of the two charges follow from the centre-of-mass velocity `V` and the
relative velocity `v`. -/
theorem charge_velocities (m1 m2 : ℝ) {R r : ℝ → Vec} {V v : Vec} {t : ℝ}
    (hR : HasDerivAt R V t) (hr : HasDerivAt r v t) :
    deriv (fun s => charge1 m1 m2 (R s) (r s)) t = charge1 m1 m2 V v ∧
    deriv (fun s => charge2 m1 m2 (R s) (r s)) t = charge2 m1 m2 V v :=
  ⟨(hR.add (hr.const_smul (m2 / (m1 + m2)))).deriv,
    (hR.sub (hr.const_smul (m1 / (m1 + m2)))).deriv⟩

/-- For differentiable paths and non-zero total mass, the minimal coupling is the sum of
`d · (R' × B)`, an internal magnetic term and half the time derivative of `d · (B × R)`,
where `d = q r`. -/
theorem coupling_multipolar {m1 m2 : ℝ} (hM : m1 + m2 ≠ 0) (q : ℝ) (B : Vec)
    {R r : ℝ → Vec} {V v : Vec} {t : ℝ} (hR : HasDerivAt R V t) (hr : HasDerivAt r v t) :
    q * (deriv (fun s => charge1 m1 m2 (R s) (r s)) t
          ⬝ᵥ vectorPotential B (charge1 m1 m2 (R t) (r t))
        - deriv (fun s => charge2 m1 m2 (R s) (r s)) t
          ⬝ᵥ vectorPotential B (charge2 m1 m2 (R t) (r t)))
      = (q • r t) ⬝ᵥ (V ⨯₃ B) + q * (m2 - m1) / (2 * (m1 + m2)) * (v ⬝ᵥ (B ⨯₃ r t))
        + deriv (fun s => (q • r s) ⬝ᵥ (B ⨯₃ R s)) t / 2 := by
  -- product rule for the function whose total derivative is split off
  have h3 : HasDerivAt (fun s => (q • r s) ⬝ᵥ (B ⨯₃ R s))
      (q * (v ⬝ᵥ (B ⨯₃ R t) + r t ⬝ᵥ (B ⨯₃ V))) t := by
    have a := hasDerivAt_pi.1 hr
    have b := hasDerivAt_pi.1 hR
    simp only [dot_cross, Pi.smul_apply, smul_eq_mul]
    refine HasDerivAt.congr_deriv
      (((((a 0).const_mul q).fun_mul
          (((b 2).const_mul (B 1)).fun_sub ((b 1).const_mul (B 2)))).fun_add
        (((a 1).const_mul q).fun_mul
          (((b 0).const_mul (B 2)).fun_sub ((b 2).const_mul (B 0))))).fun_add
        (((a 2).const_mul q).fun_mul
          (((b 1).const_mul (B 0)).fun_sub ((b 0).const_mul (B 1))))) ?_
    ring
  obtain ⟨h1, h2⟩ := charge_velocities m1 m2 hR hr
  rw [h1, h2, h3.deriv]
  -- what remains is proportional to (sum of the mass fractions) - 1
  linear_combination (norm := (simp only [vectorPotential, charge1, charge2, dotProduct_smul,
    dot_cross, Pi.add_apply, Pi.sub_apply, Pi.smul_apply, smul_eq_mul]; ring))
    (q / 2 * (V ⬝ᵥ (B ⨯₃ r t) + v ⬝ᵥ (B ⨯₃ R t)
      + (m2 / (m1 + m2) - m1 / (m1 + m2)) * (v ⬝ᵥ (B ⨯₃ r t)))) * mass_fractions hM

end

end CouplingMultipolar
```

Compiling this gives:

```
Try this:
  [apply] ring_nf
  
  The `ring` tactic failed to close the goal. Use `ring_nf` to obtain a normal form.
    
  Note that `ring` works primarily in *commutative* rings. If you have a noncommutative ring, abelian group or module, consider using `noncomm_ring`, `abel` or `module` instead.
Main.lean:54:60: error: unsolved goals
case a
m1 m2 : ℝ
hM : m1 + m2 ≠ 0
q : ℝ
B : Vec
R r : ℝ → Vec
V v : Vec
t : ℝ
hR : HasDerivAt R V t
hr : HasDerivAt r v t
h3 :
  HasDerivAt (fun s => q • r s ⬝ᵥ (crossProduct B) (R s))
    (q * (v ⬝ᵥ (crossProduct B) (R t) + r t ⬝ᵥ (crossProduct B) V)) t
h1 : deriv (fun s => charge1 m1 m2 (R s) (r s)) t = charge1 m1 m2 V v
h2 : deriv (fun s => charge2 m1 m2 (R s) (r s)) t = charge2 m1 m2 V v
⊢ q * m2 * (m2 + m1)⁻¹ * v 0 * B 1 * r t 2 * (1 / 2) + q * m2 * (m2 + m1)⁻¹ * v 0 * B 2 * r t 1 * (-1 / 2) +
                                                q * m2 * (m2 + m1)⁻¹ * B 1 * r t 0 * v 2 * (-1 / 2) +
                                              q * m2 * (m2 + m1)⁻¹ * r t 2 * v 1 * B 0 * (-1 / 2) +
                                            q * m2 * (m2 + m1)⁻¹ * B 2 * v 1 * r t 0 * (1 / 2) +
                                          q * m2 * (m2 + m1)⁻¹ * r t 1 * B 0 * v 2 * (1 / 2) -
                                        q * m2 * v 0 * B 1 * r t 2 * (m2 * 2 + m1 * 2)⁻¹ +
                                      q * m2 * v 0 * B 2 * r t 1 * (m2 * 2 + m1 * 2)⁻¹ +
                                    q * m2 * B 1 * r t 0 * v 2 * (m2 * 2 + m1 * 2)⁻¹ +
                                  q * m2 * r t 2 * v 1 * B 0 * (m2 * 2 + m1 * 2)⁻¹ -
                                q * m2 * B 2 * v 1 * r t 0 * (m2 * 2 + m1 * 2)⁻¹ -
                              q * m2 * r t 1 * B 0 * v 2 * (m2 * 2 + m1 * 2)⁻¹ +
                            q * m1 * (m2 + m1)⁻¹ * v 0 * B 1 * r t 2 * (-1 / 2) +
                          q * m1 * (m2 + m1)⁻¹ * v 0 * B 2 * r t 1 * (1 / 2) +
                        q * m1 * (m2 + m1)⁻¹ * B 1 * r t 0 * v 2 * (1 / 2) +
                      q * m1 * (m2 + m1)⁻¹ * r t 2 * v 1 * B 0 * (1 / 2) +
                    q * m1 * (m2 + m1)⁻¹ * B 2 * v 1 * r t 0 * (-1 / 2) +
                  q * m1 * (m2 + m1)⁻¹ * r t 1 * B 0 * v 2 * (-1 / 2) +
                q * m1 * v 0 * B 1 * r t 2 * (m2 * 2 + m1 * 2)⁻¹ -
              q * m1 * v 0 * B 2 * r t 1 * (m2 * 2 + m1 * 2)⁻¹ -
            q * m1 * B 1 * r t 0 * v 2 * (m2 * 2 + m1 * 2)⁻¹ -
          q * m1 * r t 2 * v 1 * B 0 * (m2 * 2 + m1 * 2)⁻¹ +
        q * m1 * B 2 * v 1 * r t 0 * (m2 * 2 + m1 * 2)⁻¹ +
      q * m1 * r t 1 * B 0 * v 2 * (m2 * 2 + m1 * 2)⁻¹ =
    0
```

The first message says that `ring` could not close the goal, and the error shows what was left. The remaining terms would cancel if Lean used the fact that `(m2 * 2 + m1 * 2)⁻¹` is half of `(m2 + m1)⁻¹`.

`ring` does not see this. It multiplies out the denominator `2 * (m1 + m2)` of the statement into a sum, and it treats the inverse of a sum as an indivisible quantity. The mass fractions contain the inverse of `m1 + m2`, so two unrelated inverses appear.

The new fact `hcoef` writes the coefficient as `q * (m2 - m1) / (m1 + m2) / 2`. Its proof merges the two successive divisions with `div_div` and puts the factors of the denominator in the same order with `mul_comm`. Adding `hcoef` to the `rw` puts this form into the goal before `linear_combination` runs. The 2 is now a separate numerical factor, only the inverse of `m1 + m2` occurs, and `ring` can cancel the terms. The `linear_combination` step itself is unchanged.

The mended proof, as a diff:

```diff
@@ -68,5 +68,7 @@
     ring
   obtain ⟨h1, h2⟩ := charge_velocities m1 m2 hR hr
-  rw [h1, h2, h3.deriv]
+  have hcoef : q * (m2 - m1) / (2 * (m1 + m2)) = q * (m2 - m1) / (m1 + m2) / 2 := by
+    rw [div_div, mul_comm (m1 + m2) 2]
+  rw [h1, h2, h3.deriv, hcoef]
   -- what remains is proportional to (sum of the mass fractions) - 1
   linear_combination (norm := (simp only [vectorPotential, charge1, charge2, dotProduct_smul,
```
